# For a level at ±U/2 with equal weights, the equal-frequency irreducible disorder vertex is missing at some fermionic frequency exactly when U/(2πT) is an odd integer

To extract a local irreducible vertex from disorder-averaged propagators, one inverts a Bethe-Salpeter equation. When both propagators carry the same Matsubara frequency, the only case treated here, this includes a division by the averaged squared propagator ⟨g²⟩. For a single non-interacting level whose energy, measured from the chemical potential, is U/2 or −U/2 with equal probability, the theorems below say when that division is possible. Irreducible local vertices are an input to some diagrammatic extensions of dynamical mean-field and coherent-potential methods; the model here is a minimal example, with no bath and no lattice.

## The level, its average and its vertex

```lean
import Mathlib

open Complex (I)

namespace BinaryDisorderVertex

noncomputable section

/-- The fermionic Matsubara frequency `(2n+1)πT`, for any integer `n`. -/
def matsubara (T : ℝ) (n : ℤ) : ℝ := (2 * n + 1) * Real.pi * T
```

`matsubara T n` is the frequency

w = (2n+1)πT.

The index n runs over all integers, so negative frequencies are included. Temperature is measured in energy units, with ħ = k_B = 1.

```lean
/-- The propagator `1/(iw - e)` of a level at energy `e`, for `w` and `e` not both zero. -/
def g (w e : ℝ) : ℂ := 1 / (I * w - e)
```

This is the propagator g = 1/(iw − e) of a level at energy e. The arguments `w` and `e` are real, the value is complex, and `I` is the imaginary unit.

```lean
/-- The disorder average over the level energies `U/2` and `-U/2` with equal weight. -/
def avg (U : ℝ) (f : ℝ → ℂ) : ℂ := (f (U / 2) + f (-(U / 2))) / 2
```

`avg U f` is the disorder average

⟨f⟩ = [f(U/2) + f(−U/2)]/2.

Its argument `f` is a function of the level energy. Thus `avg U (g w)` is ⟨g⟩ at frequency w, and `avg U (fun e => g w e ^ 2)` is ⟨g²⟩, where the square is taken before the average.

```lean
/-- `Γ` is an irreducible disorder vertex at frequency `w` if it solves the Bethe-Salpeter
equation `⟨g²⟩ = ⟨g⟩² + ⟨g⟩² Γ ⟨g²⟩`. -/
def IsIrreducibleVertex (U w : ℝ) (Γ : ℂ) : Prop :=
  avg U (fun e => g w e ^ 2) =
    avg U (g w) ^ 2 + avg U (g w) ^ 2 * Γ * avg U (fun e => g w e ^ 2)
```

The vertex Γ is defined by the equation it must satisfy:

⟨g²⟩ = ⟨g⟩² + ⟨g⟩² Γ ⟨g²⟩.

Here ⟨g⟩² is the bubble of two averaged propagators, and Γ collects the disorder correlations between them. That the vertex is missing, or undefined, therefore has a precise meaning: no complex number Γ solves the equation. Both propagators carry the same frequency w, so vertices that connect two different frequencies are not treated.

## Rationalising and averaging

```lean
lemma denom_ne_zero {w : ℝ} (hw : w ≠ 0) (e : ℝ) : (w : ℂ) ^ 2 + (e : ℂ) ^ 2 ≠ 0 := by
  have h : w ^ 2 + e ^ 2 ≠ 0 := by positivity
  exact_mod_cast h
```

For w ≠ 0, the number w² + e² is nonzero. Lean proves this for real numbers with `positivity` and carries it over to the complex numbers with `exact_mod_cast`. The notation `(w : ℂ)` means the real number w regarded as a complex one.

```lean
lemma denom_half_ne_zero {w : ℝ} (hw : w ≠ 0) (U : ℝ) :
    (w : ℂ) ^ 2 + ((U : ℂ) / 2) ^ 2 ≠ 0 := by
  have h := denom_ne_zero hw (U / 2)
  push_cast at h
  exact h
```

This is the same statement at e = U/2. From here on, write a = U/2 and D = w² + a².

```lean
/-- At nonzero frequency the propagator has the rationalised form `-(iw + e)/(w² + e²)`. -/
theorem g_eq {w : ℝ} (hw : w ≠ 0) (e : ℝ) :
    g w e = -(I * w + e) / ((w : ℂ) ^ 2 + (e : ℂ) ^ 2) := by
  have h : I * (w : ℂ) - e ≠ 0 := by
    intro h
    apply hw
    have him := congrArg Complex.im h
    simpa using him
  rw [g, div_eq_div_iff h (denom_ne_zero hw e)]
  linear_combination (w : ℂ) ^ 2 * Complex.I_sq
```

Multiply numerator and denominator of g by −(iw + e). The denominator becomes

−(iw + e)(iw − e) = w² + e²,

so g = −(iw + e)/(w² + e²). In Lean, `div_eq_div_iff` cross-multiplies the two fractions. The tactic `linear_combination` then checks that the remaining identity follows from i² = −1, multiplied by w².

```lean
/-- At nonzero frequency the averaged propagator is `-iw/(w² + U²/4)`. -/
theorem avg_g {w : ℝ} (hw : w ≠ 0) (U : ℝ) :
    avg U (g w) = -(I * w) / ((w : ℂ) ^ 2 + ((U : ℂ) / 2) ^ 2) := by
  simp only [avg, g_eq hw]
  push_cast
  rw [neg_sq]
  ring
```

Averaging over e = a and e = −a cancels the energy in the numerator:

⟨g⟩ = [−(iw + a) − (iw − a)]/(2D) = −iw/D.

```lean
/-- At nonzero frequency the averaged squared propagator is
`(U²/4 - w²)/(w² + U²/4)²`. -/
theorem avg_g_sq {w : ℝ} (hw : w ≠ 0) (U : ℝ) :
    avg U (fun e => g w e ^ 2) =
      (((U : ℂ) / 2) ^ 2 - (w : ℂ) ^ 2) / ((w : ℂ) ^ 2 + ((U : ℂ) / 2) ^ 2) ^ 2 := by
  simp only [avg, g_eq hw]
  push_cast
  rw [neg_sq]
  generalize (w : ℂ) ^ 2 + ((U : ℂ) / 2) ^ 2 = D
  linear_combination ((w : ℂ) ^ 2 / D ^ 2) * Complex.I_sq
```

In the averaged square it is the cross terms ±2iwa that cancel:

⟨g²⟩ = [(iw + a)² + (iw − a)²]/(2D²) = (a² − w²)/D².

For U ≠ 0 the two contributions a² and −w² have opposite signs, which is what allows a zero. The tactic `generalize` replaces the common denominator by a single letter, as one does when writing D.

```lean
lemma avg_g_ne_zero {w : ℝ} (hw : w ≠ 0) (U : ℝ) : avg U (g w) ≠ 0 := by
  rw [avg_g hw]
  exact div_ne_zero (neg_ne_zero.2 (mul_ne_zero Complex.I_ne_zero
    (Complex.ofReal_ne_zero.2 hw))) (denom_half_ne_zero hw U)
```

Since ⟨g⟩ = −iw/D, it is nonzero whenever w is.

```lean
lemma matsubara_ne_zero {T : ℝ} (hT : 0 < T) (n : ℤ) : matsubara T n ≠ 0 := by
  have h : (2 * n + 1 : ℤ) ≠ 0 := by omega
  have h' : (2 * (n : ℝ) + 1) ≠ 0 := by exact_mod_cast h
  exact mul_ne_zero (mul_ne_zero h' Real.pi_ne_zero) hT.ne'
```

Fermionic frequencies are never zero for T > 0, because 2n+1 is odd. The tactic `omega` settles the statement about integers.

## When the Bethe-Salpeter equation has a solution

```lean
/-- At nonzero frequency an irreducible vertex exists exactly when the averaged squared
propagator does not vanish. -/
theorem exists_vertex_iff {w : ℝ} (hw : w ≠ 0) (U : ℝ) :
    (∃ Γ, IsIrreducibleVertex U w Γ) ↔ avg U (fun e => g w e ^ 2) ≠ 0 := by
  have hx := pow_ne_zero 2 (avg_g_ne_zero hw U)
  unfold IsIrreducibleVertex
  generalize avg U (g w) ^ 2 = x at hx ⊢
  generalize avg U (fun e => g w e ^ 2) = y
  constructor
  · -- if `y = 0`, the equation would force the bubble `x` to vanish
    rintro ⟨Γ, h⟩ h0
    rw [h0] at h
    exact hx (by linear_combination -h)
  · -- otherwise the difference of inverses solves the equation
    intro hy
    refine ⟨x⁻¹ - y⁻¹, ?_⟩
    linear_combination (-y) * mul_inv_cancel₀ hx + x * mul_inv_cancel₀ hy
```

Write x = ⟨g⟩² and y = ⟨g²⟩. The equation reads

y = x + xΓy,

with x ≠ 0 by the result on ⟨g⟩. If y = 0, it reduces to 0 = x, which is false for every Γ. If y ≠ 0, then

Γ = 1/x − 1/y

is a solution, because xΓy = y − x. The two bullets of the proof are these two cases, and the pair `⟨x⁻¹ - y⁻¹, ?_⟩` supplies the solution and leaves its verification to the next line.

```lean
/-- For `w ≠ 0` and `w² ≠ U²/4` the irreducible vertex is
`(U²/4)(w² + U²/4)² / (w²(w² - U²/4))`, and no other value solves the equation. -/
theorem vertex_formula {U w : ℝ} (hw : w ≠ 0) (hr : w ^ 2 ≠ (U / 2) ^ 2) (Γ : ℂ) :
    IsIrreducibleVertex U w Γ ↔
      Γ = ((U : ℂ) / 2) ^ 2 * ((w : ℂ) ^ 2 + ((U : ℂ) / 2) ^ 2) ^ 2 /
        ((w : ℂ) ^ 2 * ((w : ℂ) ^ 2 - ((U : ℂ) / 2) ^ 2)) := by
  have hne : (w : ℂ) ^ 2 * ((w : ℂ) ^ 2 - ((U : ℂ) / 2) ^ 2) ≠ 0 :=
    mul_ne_zero (pow_ne_zero 2 (Complex.ofReal_ne_zero.2 hw))
      (sub_ne_zero.2 (by exact_mod_cast hr))
  have hD := denom_half_ne_zero hw U
  rw [IsIrreducibleVertex, avg_g hw, avg_g_sq hw, eq_div_iff hne]
  generalize (w : ℂ) ^ 2 + ((U : ℂ) / 2) ^ 2 = D at hD ⊢
  generalize (U : ℂ) / 2 = a
  have hX : (-(I * (w : ℂ)) / D) ^ 2 = -(w : ℂ) ^ 2 / D ^ 2 := by
    linear_combination ((w : ℂ) ^ 2 / D ^ 2) * Complex.I_sq
  -- collect the equation over the common factor `1/D²`
  have key : (a ^ 2 - (w : ℂ) ^ 2) / D ^ 2 - (-(w : ℂ) ^ 2 / D ^ 2 +
      -(w : ℂ) ^ 2 / D ^ 2 * Γ * ((a ^ 2 - (w : ℂ) ^ 2) / D ^ 2)) =
      (a ^ 2 - Γ * (w : ℂ) ^ 2 * ((w : ℂ) ^ 2 - a ^ 2) / D ^ 2) / D ^ 2 := by
    ring
  have hD2 := pow_ne_zero 2 hD
  rw [hX, ← sub_eq_zero, key, div_eq_zero_iff, or_iff_left hD2, sub_eq_zero,
    eq_div_iff hD2]
  constructor <;> intro h <;> linear_combination -h
```

Inserting x = −w²/D² and y = (a² − w²)/D² gives

Γ = −D²/w² + D²/(w² − a²) = a²D²/[w²(w² − a²)].

For U ≠ 0 this has a pole at w² = U²/4 and changes sign there. The hypothesis `hr` keeps w away from that point. The "if and only if" says that this value solves the equation and that no other value does.

The Lean proof moves everything to one side and collects it, in the step named `key`, as

[a² − Γw²(w² − a²)/D²]/D² = 0.

Since D ≠ 0, this is the same as Γw²(w² − a²) = a²D², and dividing by the factor in front of Γ gives the formula.

## Matching the zero to the Matsubara grid

```lean
/-- For `T > 0` the averaged squared propagator vanishes at the `n`-th fermionic frequency
exactly when `U/(2πT)` equals `2n+1` or `-(2n+1)`. -/
theorem avg_g_sq_eq_zero_iff {T : ℝ} (hT : 0 < T) (U : ℝ) (n : ℤ) :
    avg U (fun e => g (matsubara T n) e ^ 2) = 0 ↔
      U / (2 * Real.pi * T) = 2 * n + 1 ∨ U / (2 * Real.pi * T) = -(2 * n + 1) := by
  have hw := matsubara_ne_zero hT n
  have hp : 2 * Real.pi * T ≠ 0 := by positivity
  have hz : avg U (fun e => g (matsubara T n) e ^ 2) = 0 ↔
      matsubara T n ^ 2 = (U / 2) ^ 2 := by
    rw [avg_g_sq hw, div_eq_zero_iff,
      or_iff_left (pow_ne_zero 2 (denom_half_ne_zero hw U)), sub_eq_zero]
    constructor <;> intro h <;> exact_mod_cast h.symm
  rw [hz, sq_eq_sq_iff_eq_or_eq_neg, div_eq_iff hp, div_eq_iff hp, matsubara]
  constructor
  · rintro (h | h)
    · left; linear_combination (-2) * h
    · right; linear_combination 2 * h
  · rintro (h | h)
    · left; linear_combination (-1 / 2) * h
    · right; linear_combination (1 / 2) * h
```

By the formula for ⟨g²⟩, a zero requires w² = U²/4, that is, w = U/2 or w = −U/2. With w = (2n+1)πT this becomes

U/(2πT) = 2n+1 or U/(2πT) = −(2n+1).

The intermediate statement `hz` is the condition on w², `sq_eq_sq_iff_eq_or_eq_neg` takes the square root with both signs, and the last lines rescale each equation.

```lean
/-- For `T > 0` the averaged propagator is nonzero at every fermionic frequency, while the
averaged square vanishes at some fermionic frequency if and only if `U/(2πT)` is an odd integer.
It vanishes at exactly those fermionic frequencies where no irreducible vertex exists. -/
theorem vertex_undefined_iff_odd {T : ℝ} (hT : 0 < T) (U : ℝ) :
    (∀ n : ℤ, avg U (g (matsubara T n)) ≠ 0) ∧
    ((∃ n : ℤ, avg U (fun e => g (matsubara T n) e ^ 2) = 0) ↔
      ∃ m : ℤ, U / (2 * Real.pi * T) = 2 * m + 1) ∧
    (∀ n : ℤ, avg U (fun e => g (matsubara T n) e ^ 2) = 0 ↔
      ¬ ∃ Γ, IsIrreducibleVertex U (matsubara T n) Γ) := by
  refine ⟨fun n => avg_g_ne_zero (matsubara_ne_zero hT n) U, ⟨?_, ?_⟩, fun n => ?_⟩
  · rintro ⟨n, hn⟩
    rcases (avg_g_sq_eq_zero_iff hT U n).1 hn with h | h
    · exact ⟨n, h⟩
    · -- the mirror frequency carries the opposite odd integer
      refine ⟨-n - 1, ?_⟩
      push_cast
      linarith
  · rintro ⟨m, hm⟩
    exact ⟨m, (avg_g_sq_eq_zero_iff hT U m).2 (Or.inl hm)⟩
  · rw [exists_vertex_iff (matsubara_ne_zero hT n), not_not]
```

The main theorem assumes T > 0 and allows every real U. Its three parts are joined by `∧`, which means "and":

1. ⟨g⟩ is nonzero at every fermionic frequency.
2. ⟨g²⟩ vanishes at some fermionic frequency if and only if U/(2πT) is an odd integer.
3. At each fermionic frequency, ⟨g²⟩ = 0 if and only if no irreducible vertex exists.

For the second part, suppose that ⟨g²⟩ vanishes at index n. Then U/(2πT) is 2n+1 or −(2n+1), and the latter is also odd, since

−(2n+1) = 2(−n−1) + 1.

Conversely, if U/(2πT) = 2m+1, the frequency with index m gives a zero. The third part is the solvability criterion with both sides negated.

```lean
/-- For `T > 0` and `|U| < 2πT` an irreducible vertex exists at every fermionic frequency. -/
theorem vertex_exists_of_high_temperature {U T : ℝ} (hT : 0 < T)
    (hU : |U| < 2 * Real.pi * T) (n : ℤ) :
    ∃ Γ, IsIrreducibleVertex U (matsubara T n) Γ := by
  rw [exists_vertex_iff (matsubara_ne_zero hT n)]
  intro h0
  have hp : 0 < 2 * Real.pi * T := by positivity
  obtain ⟨hl, hr⟩ := abs_lt.1 hU
  have h1 : U / (2 * Real.pi * T) < 1 := (div_lt_one hp).2 hr
  have h2 : -1 < U / (2 * Real.pi * T) := (lt_div_iff₀ hp).2 (by linarith)
  -- no odd integer lies strictly between -1 and 1
  have hb : 2 * (n : ℝ) + 1 < 1 ∧ -1 < 2 * (n : ℝ) + 1 := by
    rcases (avg_g_sq_eq_zero_iff hT U n).1 h0 with h | h <;> constructor <;> linarith
  have ha : 2 * n + 1 < 1 := by exact_mod_cast hb.1
  have hc : -1 < 2 * n + 1 := by exact_mod_cast hb.2
  omega

end

end BinaryDisorderVertex
```

If |U| < 2πT, then U/(2πT) lies strictly between −1 and 1, where there is no odd integer. The vertex then exists at every fermionic frequency. The proof assumes a zero, derives −1 < 2n+1 < 1 and lets `omega` find the contradiction. The condition is sufficient but not necessary: at lower temperatures the vertex is missing only when the ratio is odd.

```lean
#print axioms BinaryDisorderVertex.vertex_formula
-- 'BinaryDisorderVertex.vertex_formula' depends on axioms: [propext, Classical.choice, Quot.sound]
#print axioms BinaryDisorderVertex.vertex_undefined_iff_odd
-- 'BinaryDisorderVertex.vertex_undefined_iff_odd' depends on axioms: [propext, Classical.choice, Quot.sound]
#print axioms BinaryDisorderVertex.vertex_exists_of_high_temperature
-- 'BinaryDisorderVertex.vertex_exists_of_high_temperature' depends on axioms: [propext, Classical.choice, Quot.sound]
```

## Numbers for U = 2πT and U = 4πT

Measure energies in units of πT, so that the fermionic frequencies are w = ±1, ±3, ±5 and so on, and U/(2πT) is U/2.

Take U = 2, so the ratio is 1 and the level sits at ±1. At w = 1 the two propagators are

1/(i − 1) = −(1 + i)/2 and 1/(i + 1) = (1 − i)/2.

Their squares are i/2 and −i/2, so ⟨g²⟩ = 0, while ⟨g⟩ = −i/2 and ⟨g⟩² = −1/4. The Bethe-Salpeter equation would read 0 = −1/4, and no Γ can repair it. At the next frequency, w = 3, one has D = 10, ⟨g⟩² = −9/100 and ⟨g²⟩ = −8/100, so

Γ = −100/9 + 100/8 = 25/18 ≈ 1.39.

Now take U = 4. The ratio is 2, which is even, and the pole at w = 2 falls between two fermionic frequencies. The closed form gives Γ = −100/3 at w = 1 and Γ = 676/45 ≈ 15.0 at w = 3. The vertex exists at every fermionic frequency, but its sign changes across the pole.
